# Integration by parts links the first three cosh moments of the weight exp(−x cosh t)

For real x > 0, let the n-th moment be the integral of coshⁿ t · exp(−x cosh t) over t > 0. `moment_recurrence` states that the first moment equals x times the difference between the second and the zeroth. The weight is not normalised; divided by the zeroth moment, the identity reads ⟨cosh t⟩ = x(⟨cosh² t⟩ − 1) for averages under this weight. The attempt integrates the derivative of sinh t · exp(−x cosh t) over the half-line, where the boundary term at zero vanishes because sinh 0 = 0. The one at infinity is to be squeezed to zero under a bound C · exp(−(x/4)t), supplied by `integrand_bound`.

This version doesn't compile in Lean 4 with Mathlib:

```lean
import Mathlib

open MeasureTheory Set Filter
open scoped Topology Real

namespace MomentRecurrence

noncomputable section

/-- The integral of `(cosh t) ^ n * exp (-x cosh t)` over `t > 0`, for `x > 0`. -/
def moment (n : ℕ) (x : ℝ) : ℝ :=
  ∫ t in Ioi (0 : ℝ), Real.cosh t ^ n * Real.exp (-x * Real.cosh t)

/-- For `x > 0` the weighted integrand decays at least exponentially in `t ≥ 0`. -/
theorem integrand_bound (n : ℕ) {x : ℝ} (hx : 0 < x) :
    ∃ C : ℝ, ∀ t : ℝ, 0 ≤ t →
      Real.cosh t ^ n * Real.exp (-x * Real.cosh t) ≤ C * Real.exp (-(x / 4) * t) := by
  refine ⟨n.factorial / (x / 2) ^ n, fun t _ => ?_⟩
  have hc : t / 2 ≤ Real.cosh t := by
    rw [Real.cosh_eq]
    linarith [Real.add_one_le_exp t, Real.exp_pos (-t)]
  -- a power is dominated by half of the exponential
  have hp := Real.pow_div_factorial_le_exp (x / 2 * Real.cosh t)
    (mul_pos (half_pos hx) (Real.cosh_pos t)).le n
  have h1 : Real.cosh t ^ n ≤
      n.factorial / (x / 2) ^ n * Real.exp (x / 2 * Real.cosh t) := by
    rw [div_le_iff₀ (by positivity), mul_pow] at hp
    rw [div_mul_eq_mul_div, le_div_iff₀ (by positivity)]
    linarith
  calc Real.cosh t ^ n * Real.exp (-x * Real.cosh t)
      ≤ (n.factorial / (x / 2) ^ n * Real.exp (x / 2 * Real.cosh t)) *
          Real.exp (-x * Real.cosh t) :=
        mul_le_mul_of_nonneg_right h1 (Real.exp_pos _).le
    _ = n.factorial / (x / 2) ^ n * Real.exp (-(x / 2) * Real.cosh t) := by
        rw [mul_assoc, ← Real.exp_add]
        congr 2
        ring
    _ ≤ n.factorial / (x / 2) ^ n * Real.exp (-(x / 4) * t) := by
        refine mul_le_mul_of_nonneg_left (Real.exp_le_exp.mpr ?_) (by positivity)
        nlinarith [mul_le_mul_of_nonneg_left hc hx.le]

lemma integrand_integrable (n : ℕ) {x : ℝ} (hx : 0 < x) :
    IntegrableOn (fun t => Real.cosh t ^ n * Real.exp (-x * Real.cosh t)) (Ioi 0) := by
  obtain ⟨C, hC⟩ := integrand_bound n hx
  refine Integrable.mono'
    ((exp_neg_integrableOn_Ioi 0 (by positivity : 0 < x / 4)).const_mul C)
    (Continuous.aestronglyMeasurable (by fun_prop)) ?_
  filter_upwards [ae_restrict_mem measurableSet_Ioi] with t ht
  have hc := Real.cosh_pos t
  rw [Real.norm_of_nonneg (by positivity)]
  exact hC t (le_of_lt ht)

/-- Integration by parts links the first three moments for `x > 0`. -/
theorem moment_recurrence {x : ℝ} (hx : 0 < x) :
    moment 1 x = x * (moment 2 x - moment 0 x) := by
  have i0 := integrand_integrable 0 hx
  have i1 := integrand_integrable 1 hx
  have i2 := integrand_integrable 2 hx
  have i20 : IntegrableOn (fun t => x * (Real.cosh t ^ 2 * Real.exp (-x * Real.cosh t) -
      Real.cosh t ^ 0 * Real.exp (-x * Real.cosh t))) (Ioi 0) := (i2.sub i0).const_mul x
  -- the boundary term at infinity vanishes
  have hlim : Tendsto (fun t => Real.sinh t * Real.exp (-x * Real.cosh t)) atTop (𝓝 0) := by
    obtain ⟨C, hC⟩ := integrand_bound 1 hx
    have he : Tendsto (fun t : ℝ => Real.exp (-(x / 4) * t)) atTop (𝓝 0) :=
      Real.tendsto_exp_atBot.comp
        (Filter.Tendsto.const_mul_atTop_of_neg (by linarith) tendsto_id)
    refine squeeze_zero_norm' ?_ (by simpa using he.const_mul C)
    filter_upwards [eventually_ge_atTop (0 : ℝ)] with t ht
    rw [Real.norm_of_nonneg
      (mul_nonneg (Real.sinh_nonneg_iff.mpr ht) (Real.exp_pos _).le)]
    refine le_trans (mul_le_mul_of_nonneg_right (Real.sinh_lt_cosh t).le
      (Real.exp_pos _).le) ?_
    simpa only [pow_one] using hC t ht
  have h := integral_Ioi_of_hasDerivAt_of_tendsto' (a := (0 : ℝ))
    (f := fun t => Real.sinh t * Real.exp (-x * Real.cosh t))
    (f' := fun t => Real.cosh t ^ 1 * Real.exp (-x * Real.cosh t) -
      x * (Real.cosh t ^ 2 * Real.exp (-x * Real.cosh t) -
        Real.cosh t ^ 0 * Real.exp (-x * Real.cosh t)))
    (fun t _ => ((Real.hasDerivAt_sinh t).fun_mul
      (((Real.hasDerivAt_cosh t).const_mul (-x)).exp)).congr_deriv (by
        linear_combination x * Real.exp (-x * Real.cosh t) * Real.cosh_sq t))
    (i1.sub i20) hlim
  rw [integral_sub i1 i20, integral_const_mul, integral_sub i2 i0, Real.sinh_zero,
    zero_mul, sub_zero] at h
  exact sub_eq_zero.mp h

end

end MomentRecurrence
```

Lean reports:

```
Main.lean:73:4: error: Type mismatch: After simplification, term
  hC t ht
 has type
  Real.cosh t * rexp (-x * Real.cosh t) ≤ C * rexp (-(x / 4) * t)
but is expected to have type
  Real.cosh t * rexp (-x * Real.cosh t) ≤ C * rexp (-(x / 4 * t))
```

The mended proof, as a diff:

```diff
@@ -65,5 +65,8 @@
       Real.tendsto_exp_atBot.comp
         (Filter.Tendsto.const_mul_atTop_of_neg (by linarith) tendsto_id)
-    refine squeeze_zero_norm' ?_ (by simpa using he.const_mul C)
+    have hCe : Tendsto (fun t : ℝ => C * Real.exp (-(x / 4) * t)) atTop (𝓝 0) := by
+      have h0 := he.const_mul C
+      rwa [mul_zero] at h0
+    refine squeeze_zero_norm' ?_ hCe
     filter_upwards [eventually_ge_atTop (0 : ℝ)] with t ht
     rw [Real.norm_of_nonneg
```

The mismatch is in how the exponent is written: `hC t ht` has `-(x / 4) * t`, while the goal has `-(x / 4 * t)`. The two are equal, but `simpa only [pow_one]` may rewrite only with `pow_one`, which doesn't move a minus sign.

The goal got its form from the earlier `squeeze_zero_norm'` step. Nothing there said what the bounding function was, so Lean took it from the proof that the bound tends to zero. That proof was `by simpa using he.const_mul C`, and `simpa` had first simplified the exponent, pulling the minus sign outside the product. The simplified function became the bound to be proved.

The repair states the limit separately as `hCe`, with the bounding function written out exactly as in `hC`. Its proof uses `rwa [mul_zero]`, which turns the limit `C * 0` into `0` and leaves the exponent alone. Passing `hCe` to `squeeze_zero_norm'` then fixes the bound in the form `hC` proves, so the final `simpa only [pow_one]` works unchanged.
